# Majorana operators from Pauli strings in the parity encoding

One way to simulate electrons on a quantum computer is to store the occupations of fermionic modes in qubits. Suppose qubit $p$ holds the parity of the total occupation of modes $0,\dots,p$. Changing the occupation of mode $p$ then flips qubit $p$ and every later one, while the parity of the earlier modes can be read from qubit $p-1$ alone. Do operators built from such flips and signs obey fermionic algebra?

The calculation takes place in a ring $A$, which need not be commutative.

```lean
import Mathlib

noncomputable section

namespace ParityEncoding

variable {A : Type*} [Ring A]
```

The sites are $0,\dots,M-1$. The elements $X_p$ and $Z_p$ stand for the bit flip and the phase flip of qubit $p$. `IsQubitRegister` assumes that they square to one, anticommute on the same site and commute across sites. In Lean, `X` and `Z` are functions on all natural numbers, but nothing is required of them beyond site $M-1$.

```lean
/-- Pauli elements `X p`, `Z p` of `M` qubits, `p < M`: they square to one, anticommute on the
same site and commute across sites. -/
structure IsQubitRegister (M : ℕ) (X Z : ℕ → A) : Prop where
  X_sq : ∀ p < M, X p * X p = 1
  Z_sq : ∀ p < M, Z p * Z p = 1
  X_Z : ∀ p < M, X p * Z p = -(Z p * X p)
  X_comm : ∀ p < M, ∀ q < M, X p * X q = X q * X p
  Z_comm : ∀ p < M, ∀ q < M, Z p * Z q = Z q * Z p
  X_Z_comm : ∀ p < M, ∀ q < M, p ≠ q → X p * Z q = Z q * X p
```

Write $F_{p,N}=X_pX_{p+1}\cdots X_{N-1}$, with $F_{p,N}=1$ for $N\le p$. The code builds this string by adding factors on the right.

```lean
/-- The string `X_p X_(p+1) ... X_(N-1)`, equal to one if `N ≤ p`. -/
def flips (X : ℕ → A) (p : ℕ) : ℕ → A
  | 0 => 1
  | N + 1 => if p ≤ N then flips X p N * X N else 1
```

The sign from the earlier modes is $W_p=Z_{p-1}$, with $W_0=1$ because no mode precedes the first.

```lean
/-- The Pauli `Z` of the site before `p`, equal to one for the first site `p = 0`. -/
def zPrev (Z : ℕ → A) : ℕ → A
  | 0 => 1
  | p + 1 => Z p
```

## (a) Splitting off the first flip

Show that for $p<N$

$$F_{p,N}=X_p\,F_{p+1,N}.$$

**Solution.** Use induction on $N$. If the last site is $p$ itself, both sides are $X_p$. Otherwise, with last site $n>p$,

$$F_{p,n+1}=F_{p,n}X_n=X_pF_{p+1,n}X_n=X_pF_{p+1,n+1}.$$

```lean
/-- The first site of a nonempty `X` string can be split off on the left. -/
theorem flips_cons {X : ℕ → A} {p N : ℕ} (hp : p < N) :
    flips X p N = X p * flips X (p + 1) N := by
  have hone : ∀ k, flips X k k = 1 := fun k => by cases k <;> simp [flips]
  induction N with
  | zero => omega
  | succ n ih =>
    simp only [flips]
    by_cases hn : p = n
    · subst hn
      simp [hone]
    · rw [if_pos (by omega : p ≤ n), if_pos (by omega : p + 1 ≤ n), ih (by omega), mul_assoc]
```

## (b) Commuting with a whole string

Let $aX_j=X_ja$ for all $p\le j<N$. Show that

$$a\,F_{p,N}=F_{p,N}\,a.$$

**Solution.** Move $a$ through one factor at a time. In the induction, $aF_{p,n}X_n=F_{p,n}aX_n=F_{p,n}X_na$. An empty string is $1$ and commutes with everything.

```lean
/-- An element that commutes with every `X` in a string commutes with the string. -/
theorem flips_comm {X : ℕ → A} {p N : ℕ} {a : A}
    (h : ∀ j, p ≤ j → j < N → a * X j = X j * a) :
    a * flips X p N = flips X p N * a := by
  induction N with
  | zero => simp [flips]
  | succ n ih =>
    rw [flips]
    split_ifs with hp
    · rw [← mul_assoc, ih (fun j h1 h2 => h j h1 (by omega)), mul_assoc,
        h n hp (by omega), mul_assoc]
    · simp
```

## (c) The square of a string

Show that for $N\le M$

$$F_{p,N}^2=1.$$

**Solution.** By (b), $X_n$ commutes with $F_{p,n}$. Hence

$$F_{p,n+1}^2=F_{p,n}X_nF_{p,n}X_n=F_{p,n}^2X_n^2=1.$$

```lean
/-- An `X` string inside the register squares to one. -/
theorem flips_sq {M : ℕ} {X Z : ℕ → A} (h : IsQubitRegister M X Z) {p N : ℕ} (hN : N ≤ M) :
    flips X p N * flips X p N = 1 := by
  induction N with
  | zero => simp [flips]
  | succ n ih =>
    rw [flips]
    split_ifs with hp
    · have hc : X n * flips X p n = flips X p n * X n :=
        flips_comm fun j _ hj => h.X_comm n (by omega) j (by omega)
      calc flips X p n * X n * (flips X p n * X n)
          = flips X p n * (X n * flips X p n) * X n := by simp only [mul_assoc]
        _ = (flips X p n * flips X p n) * (X n * X n) := by rw [hc]; simp only [mul_assoc]
        _ = 1 := by rw [ih (by omega), h.X_sq n (by omega), one_mul]
    · simp
```

## (d) A string meets a phase flip

Show that for $p\le q<N\le M$

$$F_{p,N}Z_q=-Z_qF_{p,N}.$$

**Solution.** $Z_q$ commutes with every factor except $X_q$, which occurs once and gives one sign. The induction separates two cases: if $q$ is the last site, the sign arises there and (b) handles the remaining factors; if not, the last factor commutes with $Z_q$ and the sign comes from the shorter string.

```lean
/-- An `X` string inside the register anticommutes with the `Z` of each site it covers. -/
theorem flips_Z {M : ℕ} {X Z : ℕ → A} (h : IsQubitRegister M X Z) {p q N : ℕ}
    (hN : N ≤ M) (hpq : p ≤ q) (hq : q < N) :
    flips X p N * Z q = -(Z q * flips X p N) := by
  induction N with
  | zero => omega
  | succ n ih =>
    rw [flips, if_pos (by omega : p ≤ n)]
    by_cases hn : q = n
    · -- the sign comes from the last site
      rw [hn]
      have hc : Z n * flips X p n = flips X p n * Z n :=
        flips_comm fun j _ hj => (h.X_Z_comm j (by omega) n (by omega) (by omega)).symm
      rw [mul_assoc, h.X_Z n (by omega), mul_neg, ← mul_assoc, ← hc, mul_assoc]
    · rw [mul_assoc, h.X_Z_comm n (by omega) q (by omega) (Ne.symm hn), ← mul_assoc,
        ih (by omega) (by omega), neg_mul, mul_assoc]
```

## (e) One sign from two crossings

Let $ab=ba$, $fg=gf$, $ga=ag$ and $fb=-bf$. Show that

$$(af)(bg)=-(bg)(af).$$

**Solution.**

$$afbg=-abfg=-bagf=-bgaf.$$

The `calc` block has the same three steps, with rebracketing.

```lean
/-- If `a, b` commute, `f, g` commute, `g` commutes with `a`, and `f` anticommutes with `b`,
then the products `a f` and `b g` anticommute. -/
theorem anticomm_of_one_crossing {a b f g : A} (hab : a * b = b * a) (hfg : f * g = g * f)
    (hfb : f * b = -(b * f)) (hga : g * a = a * g) :
    a * f * (b * g) = -(b * g * (a * f)) := by
  calc a * f * (b * g) = a * (f * b) * g := by simp only [mul_assoc]
    _ = -(a * b * (f * g)) := by rw [hfb]; simp only [mul_neg, neg_mul, mul_assoc]
    _ = -(b * (a * g) * f) := by rw [hab, hfg]; simp only [mul_assoc]
    _ = -(b * g * (a * f)) := by rw [← hga]; simp only [mul_assoc]
```

## (f) The Majorana relations

From here on $A$ is a complex algebra, so that the factor $i$ is available. The third Pauli element is fixed by $Y_p=iX_pZ_p$.

```lean
variable [Algebra ℂ A]

/-- The Pauli element `Y = i X Z` of site `p`. -/
def pauliY (X Z : ℕ → A) (p : ℕ) : A := Complex.I • (X p * Z p)
```

The first candidate for mode $p$ is $x_p=W_pF_{p,M}$, that is, $Z_{p-1}X_pX_{p+1}\cdots X_{M-1}$, without the $Z$ factor if $p=0$.

```lean
/-- The element `x_p = Z_(p-1) X_p X_(p+1) ... X_(M-1)`, without the `Z` factor if `p = 0`. -/
def majoranaX (X Z : ℕ → A) (M p : ℕ) : A := zPrev Z p * flips X p M
```

The second is $y_p=Y_pF_{p+1,M}$.

```lean
/-- The element `y_p = Y_p X_(p+1) ... X_(M-1)`. -/
def majoranaY (X Z : ℕ → A) (M p : ℕ) : A := pauliY X Z p * flips X (p + 1) M
```

Show that for all $p,q<M$

$$x_p^2=y_p^2=1,\qquad i\,x_py_p=-W_pZ_p,\qquad x_py_q=-y_qx_p,$$

and that for $p\neq q$ also

$$x_px_q=-x_qx_p,\qquad y_py_q=-y_qy_p.$$

**Solution.** Abbreviate $F_p=F_{p,M}$. By (a),

$$y_p=iX_pZ_pF_{p+1}=-iZ_pX_pF_{p+1}=-iZ_pF_p.$$

The $F_p$ commute with one another by (b). By (d), $F_p$ anticommutes with $Z_q$ if $p\le q$; by (b), it commutes with $Z_q$ if $q<p$. Consequently $F_p$ anticommutes with $W_q$ if $p<q$, and commutes with it if $q\le p$. The relations on one site follow:

$$x_p^2=W_pF_pW_pF_p=W_p^2F_p^2=1,$$

$$y_p^2=-Z_pF_pZ_pF_p=Z_p^2F_p^2=1,$$

$$i\,x_py_p=W_pF_pZ_pF_p=-W_pZ_pF_p^2=-W_pZ_p.$$

For the remaining relations, each product is a $Z$ part times an $F$ part, up to a phase. In every case one crossing gives a sign and the other does not, so (e) applies:

| Pair | Crossing with a sign | Crossing without |
|---|---|---|
| $x_p,x_q$ with $p<q$ | $F_p$ and $W_q$ | $F_q$ and $W_p$ |
| $y_p,y_q$ with $p<q$ | $F_p$ and $Z_q$ | $F_q$ and $Z_p$ |
| $x_p,y_q$ with $p\le q$ | $F_p$ and $Z_q$ | $F_q$ and $W_p$ |
| $x_p,y_q$ with $q<p$ | $F_q$ and $W_p$ | $F_p$ and $Z_q$ |

In the proof, `hY` rewrites $y_p$, and `FF`, `FZ`, `FW` and `FW'` are the crossing rules. `pass` moves $Z_p$ through its own string. The theorem's first conjunct holds the three relations on one site, its second all the anticommutators. $A$ carries no adjoint, so the statement says nothing about Hermiticity.

```lean
/-- Parity encoding: on `M` qubits all `x_p` and `y_p` square to one, any two different ones
anticommute, and `i x_p y_p = -Z_(p-1) Z_p`, where the factor `Z_(p-1)` is one if `p = 0`. -/
theorem parity_encoding {M : ℕ} {X Z : ℕ → A} (h : IsQubitRegister M X Z) :
    (∀ p < M, majoranaX X Z M p * majoranaX X Z M p = 1 ∧
      majoranaY X Z M p * majoranaY X Z M p = 1 ∧
      Complex.I • (majoranaX X Z M p * majoranaY X Z M p) = -(zPrev Z p * Z p)) ∧
    (∀ p < M, ∀ q < M,
      (p ≠ q → majoranaX X Z M p * majoranaX X Z M q
        = -(majoranaX X Z M q * majoranaX X Z M p)) ∧
      (p ≠ q → majoranaY X Z M p * majoranaY X Z M q
        = -(majoranaY X Z M q * majoranaY X Z M p)) ∧
      majoranaX X Z M p * majoranaY X Z M q
        = -(majoranaY X Z M q * majoranaX X Z M p)) := by
  -- y_p is, up to a phase, Z_p times the full string from p on
  have hY : ∀ p < M, majoranaY X Z M p = -(Complex.I • (Z p * flips X p M)) := by
    intro p hp
    unfold majoranaY pauliY
    rw [flips_cons hp, smul_mul_assoc, h.X_Z p hp, neg_mul, smul_neg, mul_assoc]
  have hyy : ∀ u v : A, -(Complex.I • u) * -(Complex.I • v) = -(u * v) := by
    intro u v
    rw [neg_mul_neg, smul_mul_assoc, mul_smul_comm, smul_smul, Complex.I_mul_I, neg_one_smul]
  -- how strings and Z elements pass through each other
  have FF : ∀ p q, flips X p M * flips X q M = flips X q M * flips X p M := fun p q =>
    flips_comm fun j _ hj => (flips_comm fun k _ hk => h.X_comm j hj k hk).symm
  have FZ : ∀ p q, q < p → q < M → flips X p M * Z q = Z q * flips X p M := fun p q hqp hq =>
    (flips_comm fun j _ hj => (h.X_Z_comm j hj q hq (by omega)).symm).symm
  have FW' : ∀ p q, p < q → q < M →
      flips X p M * zPrev Z q = -(zPrev Z q * flips X p M) := by
    intro p q hpq hq
    cases q with
    | zero => omega
    | succ r => exact flips_Z h le_rfl (by omega) (by omega)
  have FW : ∀ p q, q ≤ p → q < M → flips X p M * zPrev Z q = zPrev Z q * flips X p M := by
    intro p q hqp hq
    cases q with
    | zero => simp [zPrev]
    | succ r => exact FZ p r (by omega) (by omega)
  have WZ : ∀ p < M, ∀ q < M, zPrev Z p * Z q = Z q * zPrev Z p := by
    intro p hp q hq
    cases p with
    | zero => simp [zPrev]
    | succ r => exact h.Z_comm r (by omega) q hq
  have WW : ∀ p < M, ∀ q < M, zPrev Z p * zPrev Z q = zPrev Z q * zPrev Z p := by
    intro p hp q hq
    cases q with
    | zero => simp [zPrev]
    | succ r => exact WZ p hp r (by omega)
  have W2 : ∀ p < M, zPrev Z p * zPrev Z p = 1 := by
    intro p hp
    cases p with
    | zero => simp [zPrev]
    | succ r => exact h.Z_sq r (by omega)
  -- moving Z_p through its own string costs one sign
  have pass : ∀ p < M, ∀ a : A, a * flips X p M * (Z p * flips X p M) = -(a * Z p) := by
    intro p hp a
    calc a * flips X p M * (Z p * flips X p M)
        = a * (flips X p M * Z p) * flips X p M := by simp only [mul_assoc]
      _ = -(a * Z p * (flips X p M * flips X p M)) := by
          rw [flips_Z h le_rfl le_rfl hp]; simp only [mul_neg, neg_mul, mul_assoc]
      _ = -(a * Z p) := by rw [flips_sq h le_rfl, mul_one]
  refine ⟨fun p hp => ⟨?_, ?_, ?_⟩, fun p hp q hq => ⟨fun hpq => ?_, fun hpq => ?_, ?_⟩⟩
  · unfold majoranaX
    calc zPrev Z p * flips X p M * (zPrev Z p * flips X p M)
        = zPrev Z p * (flips X p M * zPrev Z p) * flips X p M := by simp only [mul_assoc]
      _ = (zPrev Z p * zPrev Z p) * (flips X p M * flips X p M) := by
          rw [FW p p le_rfl hp]; simp only [mul_assoc]
      _ = 1 := by rw [W2 p hp, flips_sq h le_rfl, one_mul]
  · rw [hY p hp, hyy, pass p hp, h.Z_sq p hp, neg_neg]
  · rw [hY p hp, majoranaX, mul_neg, mul_smul_comm, smul_neg, smul_smul, Complex.I_mul_I,
      neg_one_smul, neg_neg, pass p hp]
  · unfold majoranaX
    rcases Nat.lt_or_gt_of_ne hpq with hlt | hlt
    · exact anticomm_of_one_crossing (WW p hp q hq) (FF p q) (FW' p q hlt hq)
        (FW q p hlt.le hp)
    · rw [anticomm_of_one_crossing (WW q hq p hp) (FF q p) (FW' q p hlt hp)
        (FW p q hlt.le hq), neg_neg]
  · have core : Z p * flips X p M * (Z q * flips X q M)
        = -(Z q * flips X q M * (Z p * flips X p M)) := by
      rcases Nat.lt_or_gt_of_ne hpq with hlt | hlt
      · exact anticomm_of_one_crossing (h.Z_comm p hp q hq) (FF p q)
          (flips_Z h le_rfl hlt.le hq) (FZ q p hlt hp)
      · rw [anticomm_of_one_crossing (h.Z_comm q hq p hp) (FF q p)
          (flips_Z h le_rfl hlt.le hp) (FZ p q hlt hq), neg_neg]
    rw [hY p hp, hY q hq, hyy, hyy, core]
  · have core : zPrev Z p * flips X p M * (Z q * flips X q M)
        = -(Z q * flips X q M * (zPrev Z p * flips X p M)) := by
      rcases Nat.lt_or_ge q p with hlt | hle
      · rw [anticomm_of_one_crossing (WZ p hp q hq).symm (FF q p) (FW' q p hlt hp)
          (FZ p q hlt hq), neg_neg]
      · exact anticomm_of_one_crossing (WZ p hp q hq) (FF p q)
          (flips_Z h le_rfl hle hq) (FW q p hle hp)
    rw [hY q hq, majoranaX, mul_neg, mul_smul_comm, core, neg_mul, smul_mul_assoc, smul_neg]
```

With $a_p=(x_p+iy_p)/2$ and $a_p^\dagger=(x_p-iy_p)/2$, which the code does not define, these relations become the usual ones for annihilation and creation operators. Substituting these expressions turns a second-quantised electronic Hamiltonian with finitely many modes into a linear combination of Pauli strings.

## (g) What qubit $p$ stores

The element $-i\,x_qy_q$ is the parity of mode $q$: $+1$ for empty, $-1$ for occupied. Show that for $p<M$

$$\prod_{q=0}^{p}(-i\,x_qy_q)=Z_p.$$

**Solution.** By (f), each factor is $W_qZ_q$, so neighbouring $Z$ elements cancel:

$$(Z_0)(Z_0Z_1)(Z_1Z_2)\cdots(Z_{p-1}Z_p)=Z_p.$$

Lean takes the product over a list, in increasing order of $q$. The auxiliary claim `key` says that the first $n$ factors multiply to $W_n$, which also covers the empty product.

```lean
/-- Qubit `p` stores a running parity: the product of the mode parities `-i x_q y_q` over all
`q ≤ p` is the single Pauli element `Z_p`. -/
theorem stored_parity {M : ℕ} {X Z : ℕ → A} (h : IsQubitRegister M X Z) {p : ℕ} (hp : p < M) :
    ((List.range (p + 1)).map fun q =>
      -(Complex.I • (majoranaX X Z M q * majoranaY X Z M q))).prod = Z p := by
  have key : ∀ n ≤ M, ((List.range n).map fun q =>
      -(Complex.I • (majoranaX X Z M q * majoranaY X Z M q))).prod = zPrev Z n := by
    intro n hn
    induction n with
    | zero => simp [zPrev]
    | succ n ih =>
      change _ = Z n
      have W2 : zPrev Z n * zPrev Z n = 1 := by
        cases n with
        | zero => simp [zPrev]
        | succ r => exact h.Z_sq r (by omega)
      rw [List.range_succ, List.map_append, List.prod_append, ih (by omega)]
      simp only [List.map_cons, List.map_nil, List.prod_cons, List.prod_nil, mul_one]
      -- neighbouring Z factors cancel
      rw [((parity_encoding h).1 n (by omega)).2.2, neg_neg, ← mul_assoc, W2, one_mul]
  exact key (p + 1) hp
```

## (h) Qubits that satisfy the assumptions

The register relations were assumed so far. Concrete qubits have wave functions $\psi(s)$ on bit strings $s$ of length $M$. Let $s^{(p)}$ be $s$ with bit $p$ inverted.

```lean
/-- The bit string `s` with bit `p` inverted. -/
def flipAt {M : ℕ} (p : ℕ) (s : Fin M → Bool) : Fin M → Bool :=
  fun j => if j.val = p then !s j else s j
```

The sign $(-1)^{s_p}$ is $-1$ when bit $p$ is set.

```lean
/-- The sign `-1` if bit `p` of `s` is set, and `1` otherwise. -/
def zSign {M : ℕ} (p : ℕ) (s : Fin M → Bool) : ℂ :=
  if h : p < M then (if s ⟨p, h⟩ then -1 else 1) else 1
```

The bit flip acts by $(X_p\psi)(s)=\psi(s^{(p)})$.

```lean
/-- The bit flip of qubit `p` on wave functions of `M` qubits. -/
def bitFlip (M p : ℕ) : Module.End ℂ ((Fin M → Bool) → ℂ) where
  toFun ψ s := ψ (flipAt p s)
  map_add' _ _ := rfl
  map_smul' _ _ := rfl
```

The phase flip acts by $(Z_p\psi)(s)=(-1)^{s_p}\psi(s)$.

```lean
/-- The phase flip of qubit `p` on wave functions of `M` qubits. -/
def phaseFlip (M p : ℕ) : Module.End ℂ ((Fin M → Bool) → ℂ) where
  toFun ψ s := zSign p s * ψ s
  map_add' _ _ := funext fun _ => mul_add _ _ _
  map_smul' _ _ := funext fun _ => mul_left_comm _ _ _
```

Show that these operators form a qubit register; in particular, that for $p,q<M$

$$X_pZ_q=(-1)^{\delta_{pq}}Z_qX_p.$$

**Solution.** Inverting a bit twice restores it, and a sign squares to one. Inversions of two bits can be done in either order, and signs commute as numbers. For the mixed relation,

$$(X_pZ_q\psi)(s)=(-1)^{s^{(p)}_q}\psi(s^{(p)})=(-1)^{\delta_{pq}}(-1)^{s_q}\psi(s^{(p)}),$$

and the right-hand side is $(-1)^{\delta_{pq}}(Z_qX_p\psi)(s)$. Lean checks each relation on an arbitrary $\psi$ and $s$. Parts (f) and (g) therefore apply to these operators for every $M$.

```lean
/-- Bit flips and phase flips on the wave functions of `M` qubits satisfy the relations of a
qubit register. -/
theorem parity_encoding_witness (M : ℕ) : IsQubitRegister M (bitFlip M) (phaseFlip M) where
  X_sq p _ := by
    refine LinearMap.ext fun ψ => funext fun s => ?_
    change ψ (flipAt p (flipAt p s)) = ψ s
    refine congrArg ψ (funext fun j => ?_)
    by_cases hj : j.val = p <;> simp [flipAt, hj]
  Z_sq p _ := by
    refine LinearMap.ext fun ψ => funext fun s => ?_
    change zSign p s * (zSign p s * ψ s) = ψ s
    unfold zSign
    split_ifs <;> simp
  X_Z p hp := by
    refine LinearMap.ext fun ψ => funext fun s => ?_
    change zSign p (flipAt p s) * ψ (flipAt p s) = -(zSign p s * ψ (flipAt p s))
    have hs : zSign p (flipAt p s) = -zSign p s := by
      cases hb : s ⟨p, hp⟩ <;> simp [zSign, flipAt, hp, hb]
    rw [hs, neg_mul]
  X_comm p _ q _ := by
    refine LinearMap.ext fun ψ => funext fun s => ?_
    change ψ (flipAt q (flipAt p s)) = ψ (flipAt p (flipAt q s))
    refine congrArg ψ (funext fun j => ?_)
    unfold flipAt
    split_ifs <;> rfl
  Z_comm p _ q _ := by
    refine LinearMap.ext fun ψ => funext fun s => ?_
    change zSign p s * (zSign q s * ψ s) = zSign q s * (zSign p s * ψ s)
    ring
  X_Z_comm p _ q _ hpq := by
    refine LinearMap.ext fun ψ => funext fun s => ?_
    change zSign q (flipAt p s) * ψ (flipAt p s) = zSign q s * ψ (flipAt p s)
    have hs : zSign q (flipAt p s) = zSign q s := by
      simp [zSign, flipAt, Ne.symm hpq]
    rw [hs]

end ParityEncoding
```

```lean
#print axioms ParityEncoding.parity_encoding
#print axioms ParityEncoding.stored_parity
```

```
'ParityEncoding.parity_encoding' depends on axioms: [propext, Classical.choice, Quot.sound]
'ParityEncoding.stored_parity' depends on axioms: [propext, Classical.choice, Quot.sound]
```
